# For n + 1 distinct nodes, nonzero weights and p ≤ n, a diagonal-norm summation-by-parts operator of order p exists exactly when the quadrature is exact below degree 2p

## Two nodes force the trapezoidal rule

Take two nodes $x_0\ne x_1$ with $\Delta=x_1-x_0$, and ask for a matrix $D$ that differentiates $1$ and $t$ exactly. There is only one:

$$D=\frac1\Delta\begin{pmatrix}-1&1\\-1&1\end{pmatrix}.$$

With $H=\mathrm{diag}(h_0,h_1)$,

$$HD+D^TH=\frac1\Delta\begin{pmatrix}-2h_0&h_0-h_1\\h_0-h_1&2h_1\end{pmatrix}.$$

Integration by parts leaves only boundary terms, so its discrete form requires this matrix to be $\mathrm{diag}(-1,1)$. That happens exactly when $h_0=h_1=\Delta/2$. These are the trapezoidal weights, which integrate $1$ and $t$ exactly. Here $D$ is exact up to degree $p=1$, and the quadrature is exact below degree $2p=2$.

With more than $p+1$ distinct nodes, exactness up to degree $p$ no longer determines $D$. The question becomes whether the remaining freedom suffices to satisfy the matrix identity.

In Lean 4 with Mathlib:

```lean
import Mathlib

open Matrix Polynomial

namespace SummationByParts

noncomputable section
```

## Quadrature, boundary terms and the operator

Let $x_0,\dots,x_n$ be real nodes with weights $h_i$, and let $H=\mathrm{diag}(h)$. Exactness below degree $d$ means

$$\sum_i h_i q(x_i)=\int_{x_0}^{x_n}q(t)\,dt\qquad(\deg q<d).$$

The integral is oriented and the nodes need not be ordered; $x_0$ and $x_n$ are simply the first and last entries of the list.

The strict bound avoids a trap. In natural-number arithmetic $2p-1$ is $0$ at $p=0$, so "degree at most $2p-1$" would demand exactness on constants. An operator of order zero imposes no such condition on the weights, and the equivalence would fail there.

```lean
/-- The quadrature with nodes `x` and weights `h` integrates every real polynomial of degree
less than `d` exactly from the first node to the last. -/
def QuadExact {n : ℕ} (x h : Fin (n + 1) → ℝ) (d : ℕ) : Prop :=
  ∀ q : ℝ[X], q.natDegree < d →
    ∑ i, h i * q.eval (x i) = ∫ t in (x 0)..(x (Fin.last n)), q.eval t
```

The boundary matrix is $B=e_ne_n^T-e_0e_0^T$, where $e_i$ is the $i$-th unit vector.

```lean
/-- The boundary matrix `e_n e_nᵀ - e_0 e_0ᵀ`. -/
def boundary (n : ℕ) : Matrix (Fin (n + 1)) (Fin (n + 1)) ℝ :=
  vecMulVec (Pi.single (Fin.last n) 1) (Pi.single (Fin.last n) 1)
    - vecMulVec (Pi.single 0 1) (Pi.single 0 1)
```

An operator of order $p$ differentiates sampled polynomials of degree at most $p$ exactly and satisfies $HD+D^TH=B$. In `IsSBP` these are the fields `exact` and `sbp`. The product `D *ᵥ v` is the matrix acting on a vector of nodal values.

```lean
/-- `D` is a summation-by-parts operator of order `p`: it differentiates sampled polynomials of
degree at most `p` exactly, and `H D + Dᵀ H` is the boundary matrix. -/
structure IsSBP {n : ℕ} (x h : Fin (n + 1) → ℝ) (p : ℕ)
    (D : Matrix (Fin (n + 1)) (Fin (n + 1)) ℝ) : Prop where
  exact : ∀ q : ℝ[X], q.natDegree ≤ p →
    D *ᵥ (fun i => q.eval (x i)) = fun i => q.derivative.eval (x i)
  sbp : diagonal h * D + Dᵀ * diagonal h = boundary n
```

$B$ is diagonal. Its entries $\varepsilon_i$, called `endSign`, are $+1$ at the last node, $-1$ at the first and $0$ elsewhere; for a single node the two contributions cancel.

```lean
/-- The diagonal of the boundary matrix: the last node counts `+1`, the first node `-1`. -/
def endSign (n : ℕ) (i : Fin (n + 1)) : ℝ :=
  (if i = Fin.last n then 1 else 0) - (if i = 0 then 1 else 0)
```

Comparing entries gives $B=\mathrm{diag}(\varepsilon)$.

```lean
/-- The boundary matrix is diagonal, with the endpoint signs as entries. -/
theorem boundary_eq_diagonal (n : ℕ) : boundary n = diagonal (endSign n) := by
  ext i j
  simp only [boundary, endSign, Matrix.sub_apply, vecMulVec_apply, Pi.single_apply,
    diagonal_apply]
  split_ifs <;> first | ring1 | (exfalso; simp_all)
```

Consequently $\sum_i\varepsilon_i f_i=f_n-f_0$.

```lean
private lemma sum_endSign {n : ℕ} (f : Fin (n + 1) → ℝ) :
    ∑ i, endSign n i * f i = f (Fin.last n) - f 0 := by
  simp [endSign, sub_mul, Finset.sum_sub_distrib]
```

## Polynomials reduced to monomials

For exponents $i,j$, the product rule reads

$$t^i\,(j\,t^{j-1})+(i\,t^{i-1})\,t^j=(i+j)\,t^{i+j-1}.$$

When an exponent is zero, the coefficient in front removes the corresponding term, so the proof treats those cases separately.

```lean
private lemma power_product (t : ℝ) (i j : ℕ) :
    t ^ i * (j * t ^ (j - 1)) + i * t ^ (i - 1) * t ^ j
      = ((i + j : ℕ) : ℝ) * t ^ (i + j - 1) := by
  rcases i with _ | i
  · simp
  rcases j with _ | j
  · simp
  have e : i + 1 + (j + 1) - 1 = i + j + 1 := by omega
  rw [e, Nat.add_sub_cancel, Nat.add_sub_cancel]
  push_cast
  ring
```

Both sides of the quadrature condition are linear in $q$. It is therefore enough to test $t^m$ for $m<d$:

$$\sum_i h_i x_i^m=\frac{x_n^{m+1}-x_0^{m+1}}{m+1}.$$

In one direction the proof inserts $q=t^m$. In the other it expands $q$ in its coefficients and exchanges the finite sum with the integral.

```lean
/-- A quadrature is exact below degree `d` precisely when it reproduces the moments of
`1, t, ..., t^(d-1)`. -/
theorem quadExact_iff_moments {n : ℕ} (x h : Fin (n + 1) → ℝ) (d : ℕ) :
    QuadExact x h d ↔ ∀ m < d, ∑ i, h i * x i ^ m
      = (x (Fin.last n) ^ (m + 1) - x 0 ^ (m + 1)) / ((m : ℝ) + 1) := by
  constructor
  · intro H m hm
    have e := H (X ^ m) (by simpa using hm)
    simp only [eval_pow, eval_X, integral_pow] at e
    exact e
  · intro H q hq
    have ev : ∀ t : ℝ, q.eval t = ∑ m ∈ Finset.range d, q.coeff m * t ^ m :=
      fun t => eval_eq_sum_range' hq t
    simp only [ev, Finset.mul_sum]
    rw [intervalIntegral.integral_finsetSum
      (fun m _ => Continuous.intervalIntegrable (by fun_prop) _ _), Finset.sum_comm]
    refine Finset.sum_congr rfl fun m hm => ?_
    rw [intervalIntegral.integral_const_mul, integral_pow, ← H m (Finset.mem_range.mp hm),
      Finset.mul_sum]
    exact Finset.sum_congr rfl fun i _ => by ring
```

The same linearity applies to differentiation. If $\sum_k D_{ik}x_k^j=j\,x_i^{j-1}$ for every $j\le p$, then multiplying by the coefficients of $q$ and summing gives $Dq=q'$ at the nodes.

```lean
private lemma exact_of_monomials {n p : ℕ} {x : Fin (n + 1) → ℝ}
    {D : Matrix (Fin (n + 1)) (Fin (n + 1)) ℝ}
    (H : ∀ j ≤ p, ∀ i, ∑ k, D i k * x k ^ j = j * x i ^ (j - 1))
    (q : ℝ[X]) (hq : q.natDegree ≤ p) :
    D *ᵥ (fun i => q.eval (x i)) = fun i => q.derivative.eval (x i) := by
  have hq' : q.natDegree < p + 1 := by omega
  funext i
  rw [derivative_eval, sum_over_range' q (by simp) (p + 1) hq']
  simp only [mulVec, dotProduct, eval_eq_sum_range' hq', Finset.mul_sum]
  rw [Finset.sum_comm]
  refine Finset.sum_congr rfl fun j hj => ?_
  have e := H j (by have := Finset.mem_range.mp hj; omega) i
  rw [mul_assoc, ← e, Finset.mul_sum]
  exact Finset.sum_congr rfl fun k _ => by ring
```

## A skew matrix with prescribed action

Write $HD=S+\tfrac12B$. Since $B$ is symmetric, the identity $HD+D^TH=B$ says precisely that $S^T=-S$. Let the columns of $V$ be the sampled monomials $1,t,\dots,t^p$, and those of $V'$ their derivatives. For nonzero weights, exactness $DV=V'$ is equivalent to

$$SV=R,\qquad R=HV'-\tfrac12BV.$$

If such an $S$ exists, then $V^TR=V^TSV$ is skew. Conversely, suppose $V^TR$ is skew and $LV=I$. Set

$$S=RL-L^TR^T-L^T(V^TR)L.$$

Using $R^TV=-V^TR$, we find

$$S^T=L^TR^T-RL+L^T(V^TR)L=-S,$$

$$SV=R-L^TR^TV-L^TV^TR=R.$$

The lemma `exists_skew` supplies this matrix and verifies the two computations in the same order.

```lean
/-- If `V` has a left inverse and `Vᵀ R` is skew-symmetric, then some skew-symmetric matrix `S`
satisfies `S V = R`. -/
theorem exists_skew {m k : Type*} [Fintype m] [Fintype k] [DecidableEq k]
    (V R : Matrix m k ℝ) (L : Matrix k m ℝ) (hL : L * V = 1)
    (hc : Vᵀ * R + Rᵀ * V = 0) : ∃ S : Matrix m m ℝ, Sᵀ = -S ∧ S * V = R := by
  have hc' : Rᵀ * V = -(Vᵀ * R) := eq_neg_of_add_eq_zero_right hc
  refine ⟨R * L - Lᵀ * Rᵀ - Lᵀ * (Vᵀ * R) * L, ?_, ?_⟩
  · simp only [transpose_sub, transpose_mul, transpose_transpose]
    rw [hc']
    simp only [Matrix.neg_mul, Matrix.mul_neg, Matrix.mul_assoc]
    abel
  · simp only [Matrix.sub_mul, Matrix.mul_assoc, hL, Matrix.mul_one, hc', Matrix.mul_neg]
    abel
```

## Existence forces the quadrature to be exact

For nodal vectors $u,v$, evaluate $u^T(HD+D^TH)v=u^TBv$:

$$\sum_i h_i\bigl(u_i(Dv)_i+(Du)_iv_i\bigr)=u_nv_n-u_0v_0.$$

The proof applies this bilinear form to the field `sbp`, moves $D^T$ onto $u$, and evaluates the boundary sum.

```lean
/-- Discrete integration by parts: the weighted sum of `u (D v) + (D u) v` equals the
difference of `u v` between the last node and the first. -/
theorem IsSBP.by_parts {n p : ℕ} {x h : Fin (n + 1) → ℝ}
    {D : Matrix (Fin (n + 1)) (Fin (n + 1)) ℝ} (hD : IsSBP x h p D) (u v : Fin (n + 1) → ℝ) :
    ∑ i, h i * (u i * (D *ᵥ v) i + (D *ᵥ u) i * v i)
      = u (Fin.last n) * v (Fin.last n) - u 0 * v 0 := by
  have key := congrArg (fun M => u ⬝ᵥ (M *ᵥ v)) hD.sbp
  have h2 : u ⬝ᵥ (Dᵀ *ᵥ (diagonal h *ᵥ v)) = (D *ᵥ u) ⬝ᵥ (diagonal h *ᵥ v) := by
    rw [Matrix.dotProduct_mulVec, vecMul_transpose]
  simp only [add_mulVec, dotProduct_add, ← mulVec_mulVec] at key
  rw [h2, boundary_eq_diagonal] at key
  simp only [dotProduct, mulVec_diagonal] at key
  rw [← sum_endSign (fun i => u i * v i)]
  calc _ = ∑ i, u i * (h i * (D *ᵥ v) i) + ∑ i, (D *ᵥ u) i * (h i * v i) := by
        rw [← Finset.sum_add_distrib]
        exact Finset.sum_congr rfl fun i _ => by ring
    _ = _ := by
        rw [key]
        exact Finset.sum_congr rfl fun i _ => by ring
```

Now let $m<2p$. Split $m+1=i+j$ with $i,j\le p$, for instance with $i=\min(p,m+1)$. Insert $u_a=x_a^i$ and $v_a=x_a^j$, where $a$ labels nodes. Both monomials are differentiated exactly, so the product rule gives

$$(m+1)\sum_a h_a x_a^m=x_n^{m+1}-x_0^{m+1}.$$

Division by $m+1$ gives the required moment. This direction needs neither distinct nodes, nor nonzero weights, nor $p\le n$.

```lean
/-- The weights of a summation-by-parts operator of order `p` form a quadrature that is exact
for all polynomials of degree less than `2p`. -/
theorem IsSBP.quadExact {n p : ℕ} {x h : Fin (n + 1) → ℝ}
    {D : Matrix (Fin (n + 1)) (Fin (n + 1)) ℝ} (hD : IsSBP x h p D) :
    QuadExact x h (2 * p) := by
  rw [quadExact_iff_moments]
  intro m hm
  -- split the degree m + 1 between two monomials that D differentiates exactly
  obtain ⟨i, j, hi, hj, hij⟩ : ∃ i j, i ≤ p ∧ j ≤ p ∧ i + j = m + 1 :=
    ⟨min p (m + 1), m + 1 - min p (m + 1), by omega, by omega, by omega⟩
  have e : ∀ k ≤ p, D *ᵥ (fun a => x a ^ k) = fun a => (k : ℝ) * x a ^ (k - 1) := by
    intro k hk
    simpa [derivative_X_pow] using hD.exact (X ^ k) ((natDegree_X_pow_le k).trans hk)
  have key := hD.by_parts (fun a => x a ^ i) (fun a => x a ^ j)
  rw [e i hi, e j hj] at key
  simp only [power_product, ← pow_add, hij, Nat.add_sub_cancel] at key
  rw [eq_div_iff (by positivity), ← key, Finset.sum_mul]
  exact Finset.sum_congr rfl fun a _ => by push_cast; ring
```

## Exact quadrature supplies the operator

The equivalence `exists_sbp_iff` assumes distinct nodes (`Function.Injective x`), nonzero weights and $p\le n$. Positive weights, which make $\sum_i h_iu_i^2$ a genuine squared norm, are a special case.

For the remaining direction, the moments in differentiated form are

$$\sum_a h_a\,k\,x_a^{k-1}=x_n^k-x_0^k\qquad(k\le 2p).$$

Distinct nodes make the full Vandermonde matrix invertible. The first $p+1$ rows of its inverse $W$ form a left inverse $L$ of $V$; the condition $p\le n$ ensures that these rows exist.

It remains to check that $V^TR$ is skew. For $i,j\le p$,

$$(V^TR)_{ij}=\sum_a h_a x_a^i\,j\,x_a^{j-1}-\tfrac12\sum_a\varepsilon_a x_a^{i+j}.$$

Adding the entry with $i$ and $j$ exchanged and using the product rule gives

$$\sum_a h_a(i+j)x_a^{i+j-1}-\sum_a\varepsilon_a x_a^{i+j}=0,$$

which is the moment condition for $k=i+j\le2p$.

The skew matrix $S$ therefore exists, and $D=H^{-1}(S+\tfrac12B)$ is the operator. Its action on monomials follows from

$$HDV=SV+\tfrac12BV=HV',$$

after cancelling the nonzero weights. The matrix identity follows from

$$HD+(HD)^T=S+S^T+B=B.$$

In the code, the two arguments passed to `exists_skew` after the matrices prove $LV=I$ and the skewness of $V^TR$. The final two bullets check exactness and the matrix identity.

```lean
/-- For distinct nodes, nonzero weights and `p ≤ n`, a summation-by-parts operator of order `p`
exists if and only if the quadrature is exact for all polynomials of degree less than `2p`. -/
theorem exists_sbp_iff {n p : ℕ} {x h : Fin (n + 1) → ℝ} (hx : Function.Injective x)
    (hh : ∀ i, h i ≠ 0) (hp : p ≤ n) :
    (∃ D, IsSBP x h p D) ↔ QuadExact x h (2 * p) := by
  refine ⟨fun ⟨D, hD⟩ => hD.quadExact, fun hq => ?_⟩
  rw [quadExact_iff_moments] at hq
  -- the moment conditions in differentiated form
  have hm : ∀ k ≤ 2 * p, ∑ a, h a * ((k : ℝ) * x a ^ (k - 1))
      = x (Fin.last n) ^ k - x 0 ^ k := by
    intro k hk
    rcases k with _ | m
    · simp
    have e := hq m (by omega)
    rw [eq_div_iff (by positivity), Finset.sum_mul] at e
    rw [← e, Nat.add_sub_cancel]
    exact Finset.sum_congr rfl fun a _ => by push_cast; ring
  -- sampled monomials have a left inverse, cut out of the inverse Vandermonde matrix
  obtain ⟨W, hW⟩ : ∃ W, W * vandermonde x = 1 :=
    ⟨_, nonsing_inv_mul _ (isUnit_iff_ne_zero.mpr (det_vandermonde_ne_zero_iff.mpr hx))⟩
  have hp' : p + 1 ≤ n + 1 := by omega
  obtain ⟨S, hS, hSV⟩ := exists_skew
    (Matrix.of fun (a : Fin (n + 1)) (j : Fin (p + 1)) => x a ^ (j : ℕ))
    (Matrix.of fun a j => h a * (((j : ℕ) : ℝ) * x a ^ ((j : ℕ) - 1))
      - 1 / 2 * (endSign n a * x a ^ (j : ℕ)))
    (Matrix.of fun j a => W (Fin.castLE hp' j) a)
    (by
      ext i j
      have e := congrFun (congrFun hW (Fin.castLE hp' i)) (Fin.castLE hp' j)
      simpa [Matrix.mul_apply, vandermonde_apply, Matrix.one_apply, Fin.ext_iff] using e)
    (by
      ext i j
      have e1 := hm ((i : ℕ) + j) (by omega)
      have e2 := sum_endSign (fun a => x a ^ ((i : ℕ) + j))
      simp only [Matrix.add_apply, Matrix.mul_apply, transpose_apply, Matrix.of_apply,
        Matrix.zero_apply]
      rw [← Finset.sum_add_distrib, ← sub_eq_zero.mpr (e1.trans e2.symm),
        ← Finset.sum_sub_distrib]
      refine Finset.sum_congr rfl fun a _ => ?_
      rw [← power_product, pow_add]
      ring)
  -- D = H⁻¹ (S + B / 2)
  let D : Matrix (Fin (n + 1)) (Fin (n + 1)) ℝ :=
    Matrix.of fun i k => (S i k + 1 / 2 * diagonal (endSign n) i k) / h i
  have hD : ∀ i k, h i * D i k = S i k + 1 / 2 * diagonal (endSign n) i k :=
    fun i k => mul_div_cancel₀ _ (hh i)
  refine ⟨D, exact_of_monomials fun j hj i => ?_, ?_⟩
  · have e := congrFun (congrFun hSV i) ⟨j, by omega⟩
    simp only [Matrix.mul_apply, Matrix.of_apply] at e
    have e3 : ∑ k, diagonal (endSign n) i k * x k ^ j = endSign n i * x i ^ j := by
      simp [diagonal_apply]
    apply mul_left_cancel₀ (hh i)
    calc h i * ∑ k, D i k * x k ^ j
        = ∑ k, S i k * x k ^ j + 1 / 2 * ∑ k, diagonal (endSign n) i k * x k ^ j := by
          rw [Finset.mul_sum, Finset.mul_sum, ← Finset.sum_add_distrib]
          refine Finset.sum_congr rfl fun k _ => ?_
          rw [← mul_assoc, hD]
          ring
      _ = _ := by rw [e, e3]; ring
  · have hHD : diagonal h * D = S + (1 / 2 : ℝ) • diagonal (endSign n) := by
      ext i k
      rw [diagonal_mul, hD]
      simp
    have hT : Dᵀ * diagonal h = (diagonal h * D)ᵀ := by
      rw [transpose_mul, diagonal_transpose]
    rw [hT, hHD, transpose_add, transpose_smul, diagonal_transpose, hS, boundary_eq_diagonal]
    module
```

The theorem concerns diagonal $H$ and boundary terms located at nodes. It gives existence, with no statement about uniqueness, sparsity or the error on functions that are not polynomials of degree at most $p$.

## Energy changes only through the end nodes

From here on $a$ is a speed and no longer a node label. For one-dimensional advection at constant speed $a$, discretised in space on finitely many nodes, the operator reproduces the energy balance used in stability estimates for simulations. Let $u_i'=-a(Du)_i$ at time $t$. Then

$$\frac{d}{dt}\sum_i h_iu_i^2=-2a\sum_i h_iu_i(Du)_i=a(u_0^2-u_n^2),$$

by discrete integration by parts with both vectors equal to $u$. `HasDerivAt` expresses the evolution equation and the energy rate at the single time $t$. The identity holds for weights of any sign, but the sum is a genuine energy only when they are positive. No inflow condition is imposed, so this is a balance and not yet a bound on the energy; time stepping is not included either.

```lean
/-- For the semi-discrete advection equation `u' = -a D u`, the discrete energy `∑ h u²`
changes at the rate `a (u_0² - u_n²)`. -/
theorem IsSBP.energy_rate {n p : ℕ} {x h : Fin (n + 1) → ℝ}
    {D : Matrix (Fin (n + 1)) (Fin (n + 1)) ℝ} (hD : IsSBP x h p D) (a t : ℝ)
    (u : ℝ → Fin (n + 1) → ℝ)
    (hu : ∀ i, HasDerivAt (fun s => u s i) (-(a * (D *ᵥ u t) i)) t) :
    HasDerivAt (fun s => ∑ i, h i * u s i ^ 2) (a * (u t 0 ^ 2 - u t (Fin.last n) ^ 2)) t := by
  have h1 : ∀ i, HasDerivAt (fun s => u s i ^ 2) (2 * u t i * (-(a * (D *ᵥ u t) i))) t := by
    intro i
    simpa using (hu i).fun_pow 2
  refine (HasDerivAt.fun_sum (u := Finset.univ)
    fun i _ => (h1 i).const_mul (h i)).congr_deriv ?_
  have key := hD.by_parts (u t) (u t)
  calc _ = -a * ∑ i, h i * (u t i * (D *ᵥ u t) i + (D *ᵥ u t) i * u t i) := by
        rw [Finset.mul_sum]
        exact Finset.sum_congr rfl fun i _ => by ring
    _ = _ := by rw [key]; ring
```

## Central differences on three nodes

On the nodes $0,1,2$ with weights $(\tfrac12,1,\tfrac12)$, use the central difference in the middle and one-sided differences at the ends:

$$D=\begin{pmatrix}-1&1&0\\-\tfrac12&0&\tfrac12\\0&-1&1\end{pmatrix},\qquad
HD=\begin{pmatrix}-\tfrac12&\tfrac12&0\\-\tfrac12&0&\tfrac12\\0&-\tfrac12&\tfrac12\end{pmatrix}.$$

The rows of $D$ send $1$ to $0$ and $t$ to $1$, while $HD+(HD)^T=\mathrm{diag}(-1,0,1)$. This is an operator of order $p=1$ with $n=2$. The proof checks the two monomials at each node, then the nine matrix entries.

```lean
/-- On the nodes `0, 1, 2` with trapezoidal weights, the central difference with one-sided
differences at the ends is a summation-by-parts operator of order one. -/
theorem isSBP_witness : IsSBP (n := 2) ![0, 1, 2] ![1 / 2, 1, 1 / 2] 1
    !![-1, 1, 0; -1 / 2, 0, 1 / 2; 0, -1, 1] := by
  refine ⟨exact_of_monomials fun j hj i => ?_, ?_⟩
  · interval_cases j <;> fin_cases i <;> norm_num [Fin.sum_univ_succ]
  · rw [boundary_eq_diagonal]
    ext i j
    rw [Matrix.add_apply, diagonal_mul, mul_diagonal, transpose_apply]
    fin_cases i <;> fin_cases j <;>
      norm_num [endSign, diagonal_apply, Fin.last, Fin.ext_iff]

end

end SummationByParts
```

```lean
#print axioms SummationByParts.exists_sbp_iff
#print axioms SummationByParts.IsSBP.energy_rate
```

```
'SummationByParts.exists_sbp_iff' depends on axioms: [propext, Classical.choice, Quot.sound]
'SummationByParts.IsSBP.energy_rate' depends on axioms: [propext, Classical.choice, Quot.sound]
```
